# The smallest wavevector limits linear mixing in a linearised Thomas–Fermi electron gas

Linear mixing is a simple way to iterate a self-consistent-field calculation: at each step, a fixed fraction $a$ of the difference between output and input density is added to the input. If $a$ is too large, charge moves back and forth across the cell from one iteration to the next and the calculation does not settle. This is called charge sloshing, and in metals it is worst at long wavelengths.

For a uniform electron gas with Thomas–Fermi screening, treated to linear order in the density error, the permitted range of $a$ can be given exactly. Let $S$ be a set of wavevectors with smallest member $Q>0$, and let $k$ be the screening wavevector. Every Fourier component of the error on $S$ tends to zero, from every starting density, if and only if

$$0<a<\frac{2Q^2}{Q^2+k^2}.$$

Within this linear model, the result shows how the upper limit on $a$ falls as a periodic metallic cell grows. Many density-functional calculations use more elaborate mixing schemes, to which this limit does not directly apply.

```lean
import Mathlib

open Filter Topology

namespace ChargeSloshing

noncomputable section
```

## Coulomb kernel, electron response and dielectric function

In Hartree atomic units, a density component at wavevector $q\neq0$ creates a potential energy through the kernel

$$v(q)=\frac{4\pi}{q^2}.$$

```lean
/-- The Coulomb kernel `4π/q²` in Fourier space, for `q ≠ 0`. -/
def coulomb (q : ℝ) : ℝ := 4 * Real.pi / q ^ 2
```

In Thomas–Fermi theory a slowly varying potential energy $V$ changes the density by $-(\partial n/\partial\mu)V$, where $\mu$ is the chemical potential. With $k^2=4\pi\,\partial n/\partial\mu$, the response is

$$\chi_0=-\frac{k^2}{4\pi}.$$

```lean
/-- The Thomas–Fermi density response `-k²/(4π)` of the electron gas with screening
wavevector `k`. -/
def response (k : ℝ) : ℝ := -k ^ 2 / (4 * Real.pi)
```

The length $1/k$ is the distance over which the electrons screen a static charge. The letter `k` therefore stands for what textbooks often write as $k_{\mathrm{TF}}$, not for the Fermi wavevector. The response is to the total potential, and it is the same at all wavevectors, so the model lacks the structure at twice the Fermi wavevector that gives rise to Friedel oscillations.

Kernel and response combine into the static dielectric function

$$\varepsilon(q)=1-v(q)\chi_0 .$$

```lean
/-- The static dielectric function, one minus Coulomb kernel times response, for `q ≠ 0`. -/
def dielectric (k q : ℝ) : ℝ := 1 - coulomb q * response k
```

## One self-consistency cycle

Let $n_s$ be the self-consistent density and $n$ the input density. The input error $n-n_s$ creates a Coulomb potential, and the electrons respond to it. To linear order the output density is

$$n_{\mathrm{out}}(q)=n_s(q)+v(q)\chi_0\,[n(q)-n_s(q)].$$

```lean
/-- The linearised self-consistency map at wavevectors `q ≠ 0`: the error of the input density
`n` relative to the self-consistent density `ns` creates a Coulomb potential, to which the
electrons respond. -/
def outputDensity (k : ℝ) (ns n : ℝ → ℂ) : ℝ → ℂ :=
  fun q => ns q + ((coulomb q * response k : ℝ) : ℂ) * (n q - ns q)
```

A density is a function `ℝ → ℂ` that assigns a complex Fourier component to each wavevector, and `ns` is the fixed point $n_s$. Different wavevectors do not couple, as befits a uniform system. The linear form is built into the definition. In a real calculation the self-consistency map is nonlinear, and a linear form describes it only for small density errors. The map here also leaves out exchange and correlation, which would add a further term to the Coulomb kernel.

Linear mixing takes as its next input

$$n_{\mathrm{new}}(q)=n(q)+a\,[n_{\mathrm{out}}(q)-n(q)].$$

```lean
/-- One step of linear mixing at wavevectors `q ≠ 0`: a fraction `a` of the difference between
output and input density is added to the input density. -/
def mix (a k : ℝ) (ns n : ℝ → ℂ) : ℝ → ℂ :=
  fun q => n q + (a : ℂ) * (outputDensity k ns n q - n q)
```

Write $n_m$ for the density after $m$ such steps, starting from $n_0=n$. Convergence on $S$ means that, for every starting density and every $q\in S$,

$$n_m(q)-n_s(q)\to0\quad\text{as } m\to\infty .$$

```lean
/-- Linear mixing converges on a set `S` of nonzero wavevectors if, from every starting density,
each Fourier component of the error with wavevector in `S` tends to zero. -/
def MixingConverges (a k : ℝ) (ns : ℝ → ℂ) (S : Set ℝ) : Prop :=
  ∀ n : ℝ → ℂ, ∀ q ∈ S, Tendsto (fun m : ℕ => (mix a k ns)^[m] n q - ns q) atTop (𝓝 0)
```

In Lean, `(mix a k ns)^[m]` is the mixing step applied $m$ times, and `Tendsto … atTop (𝓝 0)` is the limit. The condition is imposed on each component separately. On a finite set this is the same as convergence of the whole error; on an infinite set it does not by itself give a common rate.

## The error factor

Inserting the kernel and the response gives, for $q\neq0$,

$$\varepsilon(q)=1+\frac{4\pi}{q^2}\,\frac{k^2}{4\pi}=1+\frac{k^2}{q^2}=\frac{q^2+k^2}{q^2}.$$

```lean
/-- At `q ≠ 0` the dielectric function has the Thomas–Fermi form `(q² + k²)/q²`. -/
theorem dielectric_eq (k : ℝ) {q : ℝ} (hq : q ≠ 0) :
    dielectric k q = (q ^ 2 + k ^ 2) / q ^ 2 := by
  have hpi : Real.pi ≠ 0 := Real.pi_ne_zero
  unfold dielectric coulomb response
  field_simp
  ring
```

Here `field_simp` clears the denominators, using $q\neq0$ and $\pi\neq0$, and `ring` checks the remaining polynomial identity.

With $\delta=n(q)-n_s(q)$, one mixing step turns the error into

$$\delta+a\,[v(q)\chi_0\,\delta-\delta]=[1-a(1-v(q)\chi_0)]\,\delta=[1-a\,\varepsilon(q)]\,\delta .$$

```lean
/-- One mixing step multiplies the density error at wavevector `q` by one minus `a` times the
dielectric function. -/
theorem mix_error (a k : ℝ) (ns n : ℝ → ℂ) (q : ℝ) :
    mix a k ns n q - ns q = ((1 - a * dielectric k q : ℝ) : ℂ) * (n q - ns q) := by
  simp only [mix, outputDensity, dielectric]
  push_cast
  ring
```

The factor is thus derived from the update rule. The identity needs no condition on $q$, but it has physical meaning only for $q\neq0$, since Lean assigns the value zero to $4\pi/0$.

Repeating the step multiplies by the same factor each time:

$$n_m(q)-n_s(q)=[1-a\,\varepsilon(q)]^m\,[n(q)-n_s(q)].$$

```lean
/-- After `m` mixing steps the initial density error at wavevector `q` is multiplied by the
`m`-th power of the one-step factor. -/
theorem iterate_error (a k : ℝ) (ns n : ℝ → ℂ) (q : ℝ) (m : ℕ) :
    (mix a k ns)^[m] n q - ns q =
      ((1 - a * dielectric k q : ℝ) : ℂ) ^ m * (n q - ns q) := by
  induction m with
  | zero => simp
  | succ m ih =>
    rw [Function.iterate_succ_apply', mix_error, ih, pow_succ]
    ring
```

The proof is by induction on $m$. The case $m=0$ is immediate, and the successor case applies `mix_error` to the last step and the induction hypothesis to the earlier ones.

## From the factor to the range of $a$

Set $r=1-a\,\varepsilon(q)$. The magnitude of the error after $m$ steps is $|r|^m|\delta|$. If $|r|<1$, this tends to zero for every $\delta$. If $|r|\ge1$, a starting error $\delta=1$ keeps a magnitude of at least one for ever. Hence

$$\text{mixing converges on } S\iff |1-a\,\varepsilon(q)|<1\ \text{ for every } q\in S .$$

```lean
/-- Linear mixing converges on a set of wavevectors exactly when the one-step error factor of
each of them is smaller than one in absolute value. -/
theorem converges_iff_factor (a k : ℝ) (ns : ℝ → ℂ) (S : Set ℝ) :
    MixingConverges a k ns S ↔ ∀ q ∈ S, |1 - a * dielectric k q| < 1 := by
  constructor
  · intro h q hq
    by_contra hlt
    have hc : 1 ≤ |1 - a * dielectric k q| := not_lt.1 hlt
    -- a unit starting error would keep a norm of at least one
    have h1 := h (fun x => ns x + 1) q hq
    simp only [iterate_error, add_sub_cancel_left, mul_one] at h1
    have h2 := h1.norm
    rw [norm_zero] at h2
    have h3 : (1 : ℝ) ≤ 0 := ge_of_tendsto' h2 (fun m => by
      simpa only [norm_pow, Complex.norm_real, Real.norm_eq_abs] using
        one_le_pow₀ (n := m) hc)
    linarith
  · intro h n q hq
    simp only [iterate_error]
    have hn : ‖((1 - a * dielectric k q : ℝ) : ℂ)‖ < 1 := by
      rw [Complex.norm_real, Real.norm_eq_abs]
      exact h q hq
    have h1 := (tendsto_pow_atTop_nhds_zero_of_norm_lt_one hn).mul_const (n q - ns q)
    simpa only [zero_mul] using h1
```

In the first direction the starting density `fun x => ns x + 1` supplies the unit error. The lemma `ge_of_tendsto'` carries the lower bound of one over to the limit, which is zero, and this is a contradiction. The second direction uses the fact that powers of a number with norm below one tend to zero, multiplied by the constant initial error.

For a single wavevector $q\neq0$, the dielectric function is positive, so

$$|1-a\,\varepsilon(q)|<1\iff 0<a\,\varepsilon(q)<2\iff 0<a<\frac{2}{\varepsilon(q)}=\frac{2q^2}{q^2+k^2}.$$

```lean
/-- For a single wavevector `q ≠ 0` the error factor is smaller than one in absolute value
exactly when `0 < a < 2q²/(q² + k²)`. -/
theorem factor_lt_one_iff (a k : ℝ) {q : ℝ} (hq : q ≠ 0) :
    |1 - a * dielectric k q| < 1 ↔ 0 < a ∧ a < 2 * q ^ 2 / (q ^ 2 + k ^ 2) := by
  have hq2 : 0 < q ^ 2 := by positivity
  have hs : 0 < q ^ 2 + k ^ 2 := by positivity
  rw [dielectric_eq k hq, abs_lt, lt_div_iff₀ hs, ← mul_div_assoc]
  constructor
  · rintro ⟨h1, h2⟩
    have h3 : a * (q ^ 2 + k ^ 2) / q ^ 2 < 2 := by linarith
    have h4 : 0 < a * (q ^ 2 + k ^ 2) / q ^ 2 := by linarith
    have h5 := mul_pos h4 hq2
    rw [div_mul_cancel₀ _ hq2.ne'] at h5
    exact ⟨(mul_pos_iff_of_pos_right hs).1 h5, (div_lt_iff₀ hq2).1 h3⟩
  · rintro ⟨h1, h2⟩
    have h3 : a * (q ^ 2 + k ^ 2) / q ^ 2 < 2 := (div_lt_iff₀ hq2).2 h2
    have h4 : 0 < a * (q ^ 2 + k ^ 2) / q ^ 2 := div_pos (mul_pos h1 hs) hq2
    constructor <;> linarith
```

The Lean proof splits the absolute value into two inequalities with `abs_lt`. It then multiplies or divides by the positive quantities $q^2$ and $q^2+k^2$ to pass between the two forms.

It remains to compare wavevectors. For $q\ge Q>0$,

$$\frac{2q^2}{q^2+k^2}-\frac{2Q^2}{Q^2+k^2}=\frac{2k^2(q^2-Q^2)}{(q^2+k^2)(Q^2+k^2)}\ge0 .$$

A value of $a$ allowed at $Q$ is therefore allowed at every $q\in S$. Conversely, convergence on $S$ includes convergence at $Q$, which forces the bound there:

$$\text{mixing converges on } S\iff 0<a<\frac{2Q^2}{Q^2+k^2}.$$

```lean
/-- On a set of wavevectors with smallest member `Q > 0`, linear mixing converges from every
starting density if and only if `0 < a < 2Q²/(Q² + k²)`. -/
theorem mixing_converges_iff (a k : ℝ) (ns : ℝ → ℂ) {S : Set ℝ} {Q : ℝ}
    (hS : IsLeast S Q) (hQ : 0 < Q) :
    MixingConverges a k ns S ↔ 0 < a ∧ a < 2 * Q ^ 2 / (Q ^ 2 + k ^ 2) := by
  rw [converges_iff_factor]
  constructor
  · intro h
    exact (factor_lt_one_iff a k hQ.ne').1 (h Q hS.1)
  · rintro ⟨h1, h2⟩ q hq
    have hle : Q ≤ q := hS.2 hq
    have hq0 : 0 < q := lt_of_lt_of_le hQ hle
    refine (factor_lt_one_iff a k hq0.ne').2 ⟨h1, lt_of_lt_of_le h2 ?_⟩
    -- the admissible range of `a` does not shrink as the wavevector grows
    have hsq : Q ^ 2 ≤ q ^ 2 := by gcongr
    rw [div_le_div_iff₀ (by positivity) (by positivity)]
    nlinarith [mul_nonneg (sq_nonneg k) (sub_nonneg.2 hsq)]
```

The hypothesis `IsLeast S Q` says that $Q$ belongs to $S$ and that no member of $S$ is smaller. Every finite nonempty set of positive wavevectors has such a $Q$, and infinite sets that have one are included too. The parameter $k$ may be any real number; for $k=0$ there is no screening response and the condition is $0<a<2$. In the proof, `nlinarith` is given the product $k^2(q^2-Q^2)\ge0$, the numerator of the difference above up to a factor of two.

## Sloshing exactly at the bound

If $a=2Q^2/(Q^2+k^2)=2/\varepsilon(Q)$, the error factor at $Q$ is $1-2=-1$, and

$$n_m(Q)-n_s(Q)=(-1)^m\,[n(Q)-n_s(Q)].$$

```lean
/-- With `a` exactly equal to `2Q²/(Q² + k²)`, the density error at wavevector `Q ≠ 0` changes
sign at every step and keeps its magnitude. -/
theorem sloshing_at_bound (k : ℝ) (ns n : ℝ → ℂ) {Q : ℝ} (hQ : Q ≠ 0) (m : ℕ) :
    (mix (2 * Q ^ 2 / (Q ^ 2 + k ^ 2)) k ns)^[m] n Q - ns Q =
      (-1) ^ m * (n Q - ns Q) := by
  have hs : Q ^ 2 + k ^ 2 ≠ 0 := by positivity
  have h : 1 - 2 * Q ^ 2 / (Q ^ 2 + k ^ 2) * dielectric k Q = -1 := by
    have h2 : 2 * Q ^ 2 / (Q ^ 2 + k ^ 2) * ((Q ^ 2 + k ^ 2) / Q ^ 2) = 2 := by
      field_simp
    rw [dielectric_eq k hQ, h2]
    norm_num
  rw [iterate_error, h]
  simp only [Complex.ofReal_neg, Complex.ofReal_one]
```

A nonzero error at $Q$ then alternates in sign with constant magnitude: an excess of charge in one half of the wave becomes a deficit in the next iteration, and returns in the one after. The proof evaluates the factor as $-1$ and inserts it into `iterate_error`.

## Long periodic cells

Along an edge of length $L>0$, a periodic rectangular cell has the harmonics $q_j=2\pi j/L$ with $j=1,2,\dots$. The smallest is $Q=2\pi/L$, and multiplying numerator and denominator by $L^2$ gives

$$\frac{2Q^2}{Q^2+k^2}=\frac{2\,(4\pi^2/L^2)}{4\pi^2/L^2+k^2}=\frac{8\pi^2}{4\pi^2+k^2L^2}.$$

```lean
/-- For the harmonics `2πm/L`, `m = 1, 2, …`, of a periodic cell of length `L > 0`, linear mixing
converges if and only if `0 < a < 8π²/(4π² + k²L²)`. -/
theorem periodic_cell (a k : ℝ) (ns : ℝ → ℂ) {L : ℝ} (hL : 0 < L) :
    MixingConverges a k ns {q | ∃ m : ℕ, 0 < m ∧ q = 2 * Real.pi * m / L} ↔
      0 < a ∧ a < 8 * Real.pi ^ 2 / (4 * Real.pi ^ 2 + k ^ 2 * L ^ 2) := by
  have hpi := Real.pi_pos
  have hpos : 0 < 2 * Real.pi / L := by positivity
  -- the smallest harmonic is `2π/L`
  have hleast : IsLeast {q : ℝ | ∃ m : ℕ, 0 < m ∧ q = 2 * Real.pi * m / L}
      (2 * Real.pi / L) := by
    refine ⟨⟨1, one_pos, by simp⟩, ?_⟩
    rintro _ ⟨m, hm, rfl⟩
    have h1 : (1 : ℝ) ≤ m := by exact_mod_cast hm
    rw [div_le_div_iff_of_pos_right hL]
    nlinarith
  have key : ∀ u : ℝ, 0 < u → u * L = 2 * Real.pi →
      2 * u ^ 2 / (u ^ 2 + k ^ 2) =
        8 * Real.pi ^ 2 / (4 * Real.pi ^ 2 + k ^ 2 * L ^ 2) := by
    intro u hu h
    rw [div_eq_div_iff (by positivity) (by positivity)]
    linear_combination 2 * k ^ 2 * (u * L + 2 * Real.pi) * h
  rw [mixing_converges_iff a k ns hleast hpos,
    key _ hpos (div_mul_cancel₀ _ hL.ne')]

end

end ChargeSloshing
```

In this statement `m` numbers the harmonics, whereas earlier it counted mixing steps. The set contains only positive harmonics; the negative ones have the same error factors, because $\varepsilon$ depends on $q^2$. Density waves in other directions are not in the set. If $L$ is the longest edge of the rectangular cell, their wavevectors have magnitudes of at least $2\pi/L$, so the same limit holds for the whole cell. The step `hleast` shows that $2\pi/L$ is the smallest member, and `key` rewrites the bound, with `u` standing for $Q$ and the relation $QL=2\pi$ as its input.

When $|k|L$ is much larger than $2\pi$, the upper limit is close to $8\pi^2/(k^2L^2)$, so doubling the length of the cell reduces the largest usable mixing parameter by about a factor of four.

```lean
#print axioms ChargeSloshing.mixing_converges_iff
#print axioms ChargeSloshing.sloshing_at_bound
#print axioms ChargeSloshing.periodic_cell
```

```
'ChargeSloshing.mixing_converges_iff' depends on axioms: [propext, Classical.choice, Quot.sound]
'ChargeSloshing.sloshing_at_bound' depends on axioms: [propext, Classical.choice, Quot.sound]
'ChargeSloshing.periodic_cell' depends on axioms: [propext, Classical.choice, Quot.sound]
```
